# The two-level shift √(D² + V²) − D is well conditioned for D > 0 and V ≠ 0

Should the shift of a coupled level be defined as the difference √(D² + V²) − D, or as the quotient V²/(D + √(D² + V²))? I have two levels at −D and D with a real coupling V, and I want to know how far the upper one moves. For weak coupling the difference subtracts two nearly equal numbers, yet I believe the shift itself is insensitive to small relative errors in D and V. If both errors are at most u < 1, it should change only by a factor between (1−u)²/(1+u) and (1+u)²/(1−u). Can this be made rigorous and machine-checked?

## A difference by definition, a quotient for the estimates

Yes. Define the shift as the difference, because that is its physical meaning: the coupled energy minus the uncoupled one. The quotient is then a theorem, and the error bounds follow from it.

Write R = √(D² + V²) and s = R − D, with D > 0. The Hamiltonian has rows (−D, V) and (V, D). Acting on the vector (V, D + R), it gives

−DV + V(D + R) = RV

V² + D(D + R) = R² + DR = R(D + R)

so R = D + s is an eigenvalue. The normalised eigenvector is (V, D + R)/√(2R(D + R)). Since (R − D)(R + D) = V²,

s = V²/(D + R)

which is positive when V ≠ 0.

Now let D' and V' satisfy |D' − D| ≤ uD and |V' − V| ≤ u|V|, with u < 1. The first condition forces u ≥ 0 and gives D' ≥ (1−u)D > 0. By the triangle inequality,

(1−u)|V| ≤ |V'| ≤ (1+u)|V|

and likewise for D. Squaring, adding and taking the root gives, for R' = √(D'² + V'²),

(1−u)R ≤ R' ≤ (1+u)R

Hence D' + R' lies between (1−u)(D + R) and (1+u)(D + R). The ratio of the shifts is

s'/s = (V'²/V²) · (D + R)/(D' + R')

The first factor lies between (1−u)² and (1+u)², the second between 1/(1+u) and 1/(1−u). Multiplying them gives the claim.

These constants are approached at weak coupling. Replacing D by aD and V by bV, with a > 0, changes the shift by the factor

b²(D + R)/(aD + √(a²D² + b²V²)) → b²/a as V → 0

Taking a = 1−u and b = 1+u yields the upper constant; exchanging the signs yields the lower one.

The danger lies in an error made in the root alone. If R is replaced by (1+e)R before D is subtracted, the shift changes by eR, and for e ≠ 0 its relative error is

|e|R/s = |e|R(D + R)/V² > 2(D²/V²)|e|

because R > D. The problem is well conditioned, but the direct subtraction amplifies this intermediate error when |V| is much smaller than D.

In Lean 4 with Mathlib:

```lean
import Mathlib

open Matrix Filter Topology

namespace StableLevelShift

noncomputable section

/-- The two-level Hamiltonian with diagonal energies `-D` and `D` and real coupling `V`. -/
def twoLevel (D V : ℝ) : Matrix (Fin 2) (Fin 2) ℝ := !![-D, V; V, D]

/-- For `D > 0`, the shift of the upper level from its uncoupled energy `D`, written as a
difference. -/
def levelShift (D V : ℝ) : ℝ := √(D ^ 2 + V ^ 2) - D

/-- The energy `D + levelShift D V` is an eigenvalue of the two-level Hamiltonian,
with the explicit nonzero eigenvector shown. -/
theorem twoLevel_eigenvector {D : ℝ} (hD : 0 < D) (V : ℝ) :
    ![V, D + √(D ^ 2 + V ^ 2)] ≠ 0 ∧
    twoLevel D V *ᵥ ![V, D + √(D ^ 2 + V ^ 2)] =
      (D + levelShift D V) • ![V, D + √(D ^ 2 + V ^ 2)] := by
  constructor
  · intro h
    have h1 : D + √(D ^ 2 + V ^ 2) = 0 := congrFun h 1
    have h2 : 0 < D + √(D ^ 2 + V ^ 2) := by positivity
    linarith
  · have hs : √(D ^ 2 + V ^ 2) ^ 2 = D ^ 2 + V ^ 2 := Real.sq_sqrt (by positivity)
    unfold levelShift twoLevel
    generalize √(D ^ 2 + V ^ 2) = R at hs ⊢
    ext i
    fin_cases i
    · simp [Matrix.mulVec, dotProduct, Fin.sum_univ_two]
      ring
    · simp [Matrix.mulVec, dotProduct, Fin.sum_univ_two]
      linear_combination -hs

/-- The level shift equals a quotient whose denominator is a sum of positive terms. -/
theorem levelShift_eq_stable {D : ℝ} (hD : 0 < D) (V : ℝ) :
    levelShift D V = V ^ 2 / (D + √(D ^ 2 + V ^ 2)) := by
  have hs : √(D ^ 2 + V ^ 2) ^ 2 = D ^ 2 + V ^ 2 := Real.sq_sqrt (by positivity)
  have hP : 0 < D + √(D ^ 2 + V ^ 2) := by positivity
  unfold levelShift
  rw [eq_div_iff hP.ne']
  linear_combination hs

/-- A nonzero coupling pushes the upper level upwards. -/
theorem levelShift_pos {D V : ℝ} (hD : 0 < D) (hV : V ≠ 0) : 0 < levelShift D V := by
  rw [levelShift_eq_stable hD]
  positivity

/-- A relative error of at most `u` in a quantity changes its square by a factor between
`(1 - u) ^ 2` and `(1 + u) ^ 2`. -/
theorem sq_bounds {x x' u : ℝ} (hu : u < 1) (h : |x' - x| ≤ u * |x|) :
    (1 - u) ^ 2 * x ^ 2 ≤ x' ^ 2 ∧ x' ^ 2 ≤ (1 + u) ^ 2 * x ^ 2 := by
  have h1 := abs_sub_abs_le_abs_sub x' x
  have h2 := abs_sub_abs_le_abs_sub x x'
  rw [abs_sub_comm x x'] at h2
  have lo : (1 - u) * |x| ≤ |x'| := by linarith
  have hi : |x'| ≤ (1 + u) * |x| := by linarith
  have lo2 := pow_le_pow_left₀ (mul_nonneg (by linarith) (abs_nonneg x)) lo 2
  have hi2 := pow_le_pow_left₀ (abs_nonneg x') hi 2
  rw [mul_pow, sq_abs, sq_abs] at lo2 hi2
  exact ⟨lo2, hi2⟩

/-- Relative errors of at most `u < 1` in `D` and `V` change the level shift by a factor between
`(1 - u) ^ 2 / (1 + u)` and `(1 + u) ^ 2 / (1 - u)`. -/
theorem levelShift_relative_stability {D V D' V' u : ℝ} (hD : 0 < D) (hV : V ≠ 0)
    (hu : u < 1) (hDu : |D' - D| ≤ u * D) (hVu : |V' - V| ≤ u * |V|) :
    (1 - u) ^ 2 / (1 + u) ≤ levelShift D' V' / levelShift D V ∧
    levelShift D' V' / levelShift D V ≤ (1 + u) ^ 2 / (1 - u) := by
  have hu0 : 0 ≤ u := le_of_not_gt fun h => by
    have := mul_neg_of_neg_of_pos h hD
    linarith [abs_nonneg (D' - D)]
  have hm : 0 < 1 - u := by linarith
  have hp : 0 < 1 + u := by linarith
  obtain ⟨hD1, hD2⟩ := abs_le.mp hDu
  have hD' : 0 < D' := by
    have := mul_pos hm hD
    linarith
  obtain ⟨d1, d2⟩ := sq_bounds hu (by rwa [abs_of_pos hD] : |D' - D| ≤ u * |D|)
  obtain ⟨v1, v2⟩ := sq_bounds hu hVu
  have hR : 0 < √(D ^ 2 + V ^ 2) := Real.sqrt_pos.mpr (by positivity)
  have hs : √(D ^ 2 + V ^ 2) ^ 2 = D ^ 2 + V ^ 2 := Real.sq_sqrt (by positivity)
  -- the root inherits the relative error of its arguments
  have r1 : (1 - u) * √(D ^ 2 + V ^ 2) ≤ √(D' ^ 2 + V' ^ 2) := by
    rw [Real.le_sqrt' (mul_pos hm hR), mul_pow, hs]
    linarith
  have r2 : √(D' ^ 2 + V' ^ 2) ≤ (1 + u) * √(D ^ 2 + V ^ 2) := by
    rw [Real.sqrt_le_iff]
    refine ⟨(mul_pos hp hR).le, ?_⟩
    rw [mul_pow, hs]
    linarith
  have hP : 0 < D + √(D ^ 2 + V ^ 2) := by positivity
  have hP' : 0 < D' + √(D' ^ 2 + V' ^ 2) := by positivity
  have hpos := levelShift_pos hD hV
  -- compare numerators and denominators of the stable form
  constructor
  · rw [le_div_iff₀ hpos, levelShift_eq_stable hD, levelShift_eq_stable hD',
      div_mul_div_comm, div_le_div_iff₀ (mul_pos hp hP) hP']
    exact mul_le_mul v1 (by linarith) hP'.le (sq_nonneg V')
  · rw [div_le_iff₀ hpos, levelShift_eq_stable hD, levelShift_eq_stable hD',
      div_mul_div_comm, div_le_div_iff₀ hP' (mul_pos hm hP)]
    exact mul_le_mul v2 (by linarith) (mul_pos hm hP).le (by positivity)

/-- In the weak-coupling limit, scaling `D` by `a` and `V` by `b` changes the level shift by
a factor that tends to `b ^ 2 / a`. -/
theorem weak_coupling_ratio {D a : ℝ} (hD : 0 < D) (ha : 0 < a) (b : ℝ) :
    Tendsto (fun V => levelShift (a * D) (b * V) / levelShift D V) (𝓝[≠] 0)
      (𝓝 (b ^ 2 / a)) := by
  have haD : 0 < a * D := mul_pos ha hD
  have hn : Continuous (fun V : ℝ => b ^ 2 * (D + √(D ^ 2 + V ^ 2))) := by fun_prop
  have hd : Continuous (fun V : ℝ => a * D + √((a * D) ^ 2 + (b * V) ^ 2)) := by fun_prop
  have hne : a * D + √((a * D) ^ 2 + (b * 0) ^ 2) ≠ 0 := by positivity
  have key := (hn.tendsto 0).div (hd.tendsto 0) hne
  have val : b ^ 2 * (D + √(D ^ 2 + 0 ^ 2)) /
      (a * D + √((a * D) ^ 2 + (b * 0) ^ 2)) = b ^ 2 / a := by
    have e1 : √(D ^ 2 + 0 ^ 2) = D := by
      rw [show D ^ 2 + (0 : ℝ) ^ 2 = D ^ 2 by ring]
      exact Real.sqrt_sq hD.le
    have e2 : √((a * D) ^ 2 + (b * 0) ^ 2) = a * D := by
      rw [show (a * D) ^ 2 + (b * 0) ^ 2 = (a * D) ^ 2 by ring]
      exact Real.sqrt_sq haD.le
    rw [e1, e2, div_eq_div_iff (by positivity) ha.ne']
    ring
  rw [← val]
  refine (key.mono_left nhdsWithin_le_nhds).congr' ?_
  -- away from zero coupling the factor V ^ 2 cancels
  filter_upwards [self_mem_nhdsWithin] with V hV
  have hV' : V ≠ 0 := hV
  have hP : 0 < D + √(D ^ 2 + V ^ 2) := by positivity
  have hQ : 0 < a * D + √((a * D) ^ 2 + (b * V) ^ 2) := by positivity
  change b ^ 2 * (D + √(D ^ 2 + V ^ 2)) / (a * D + √((a * D) ^ 2 + (b * V) ^ 2)) = _
  rw [levelShift_eq_stable hD, levelShift_eq_stable haD, div_div_div_eq,
    div_eq_div_iff hQ.ne' (mul_ne_zero hQ.ne' (pow_ne_zero 2 hV'))]
  ring

/-- Opposite relative errors of size `u` in `D` and `V` approach both stability factors,
`(1 + u) ^ 2 / (1 - u)` and `(1 - u) ^ 2 / (1 + u)`, as the coupling tends to zero. -/
theorem stability_factors_sharp {D u : ℝ} (hD : 0 < D) (hu0 : 0 ≤ u) (hu : u < 1) :
    Tendsto (fun V => levelShift ((1 - u) * D) ((1 + u) * V) / levelShift D V) (𝓝[≠] 0)
      (𝓝 ((1 + u) ^ 2 / (1 - u))) ∧
    Tendsto (fun V => levelShift ((1 + u) * D) ((1 - u) * V) / levelShift D V) (𝓝[≠] 0)
      (𝓝 ((1 - u) ^ 2 / (1 + u))) :=
  ⟨weak_coupling_ratio hD (by linarith) _, weak_coupling_ratio hD (by linarith) _⟩

/-- In the direct subtraction, a nonzero relative error `e` in the square root alone gives a
relative error in the level shift larger than `2 * (D ^ 2 / V ^ 2) * |e|`. -/
theorem subtraction_amplifies {D V e : ℝ} (hD : 0 < D) (hV : V ≠ 0) (he : e ≠ 0) :
    2 * (D ^ 2 / V ^ 2) * |e| <
      |((1 + e) * √(D ^ 2 + V ^ 2) - D) - levelShift D V| / levelShift D V := by
  have hpos := levelShift_pos hD hV
  have hDR : D < √(D ^ 2 + V ^ 2) := by
    unfold levelShift at hpos
    linarith
  have herr : ((1 + e) * √(D ^ 2 + V ^ 2) - D) - levelShift D V
      = e * √(D ^ 2 + V ^ 2) := by
    unfold levelShift
    ring
  rw [lt_div_iff₀ hpos, herr, levelShift_eq_stable hD]
  generalize √(D ^ 2 + V ^ 2) = R at hDR ⊢
  have hR : 0 < R := hD.trans hDR
  have hP : 0 < D + R := by linarith
  have hcancel : 2 * (D ^ 2 / V ^ 2) * |e| * (V ^ 2 / (D + R))
      = |e| * (2 * D ^ 2 / (D + R)) := by
    field_simp
  rw [hcancel, abs_mul, abs_of_pos hR]
  refine mul_lt_mul_of_pos_left ?_ (abs_pos.mpr he)
  -- the gap is (R - D) * (R + 2 * D)
  rw [div_lt_iff₀ hP]
  nlinarith [mul_pos (sub_pos.mpr hDR) (by linarith : 0 < R + 2 * D)]

end

end StableLevelShift
```

```lean
#print axioms StableLevelShift.twoLevel_eigenvector
-- 'StableLevelShift.twoLevel_eigenvector' depends on axioms: [propext, Classical.choice, Quot.sound]
#print axioms StableLevelShift.levelShift_relative_stability
-- 'StableLevelShift.levelShift_relative_stability' depends on axioms: [propext, Classical.choice, Quot.sound]
#print axioms StableLevelShift.stability_factors_sharp
-- 'StableLevelShift.stability_factors_sharp' depends on axioms: [propext, Classical.choice, Quot.sound]
#print axioms StableLevelShift.subtraction_amplifies
-- 'StableLevelShift.subtraction_amplifies' depends on axioms: [propext, Classical.choice, Quot.sound]
```

## What the theorems say about the two levels

`twoLevel D V` is the real symmetric Hamiltonian, with the energy zero midway between the uncoupled levels, so their separation is 2D. `levelShift D V` is s, and every theorem about it assumes D > 0. The theorem `twoLevel_eigenvector` ties the two together by stating that the unnormalised vector above is nonzero and has eigenvalue `D + levelShift D V`. That this is the upper level follows from the zero trace, which makes the other eigenvalue −R, a step the file leaves to the reader.

`levelShift_eq_stable` gives the quotient for every real V, including zero. The main result, `levelShift_relative_stability`, needs V ≠ 0 because it divides by the original shift. Its hypotheses `hDu` and `hVu` are the two relative error bounds; the coupling may have either sign, hence |V| in the second. Neither u ≥ 0 nor D' > 0 is assumed.

In `weak_coupling_ratio` and `stability_factors_sharp`, the filter `𝓝[≠] 0` means that V tends to zero through nonzero values. `subtraction_amplifies` treats one error e in the root, with D and the subtraction exact.

All quantities are exact real numbers. There is no model of floating-point arithmetic, and u stands for uncertainty in the inputs, whatever its source. The error in V is measured relative to |V|, and the error in D relative to D, half the level separation: if D comes from subtracting two large energies, its relative error may already be large.

For electronic structure, the result bears on the energy shift from mixing two orthonormal configurations, within a model of exactly two levels and one real coupling.

## How the proof follows the algebra

In `twoLevel_eigenvector`, the eigenvalue equation is split into its two components, and the second uses R² = D² + V². The same identity, called `hs`, proves `levelShift_eq_stable` once the denominator has been cleared. `levelShift_pos` then reads the sign off the quotient.

`sq_bounds` applies the triangle inequality in both directions and squares the resulting bounds; its hypothesis u < 1 keeps the lower bound nonnegative, so that it may be squared. The main theorem uses it for D and for V. Its steps `r1` and `r2` are the lower and upper bounds on R', obtained by comparing squares. Both shifts are then rewritten as quotients, the fractions are cross-multiplied, and `mul_le_mul` combines the numerator bound with the denominator bound.

For `weak_coupling_ratio`, the proof first takes the limit of the expression in which V² has already cancelled. That expression is continuous at V = 0, where its value is b²/a. It agrees with the ratio of shifts at every nonzero V, so the limit carries over. `stability_factors_sharp` applies this twice.

In `subtraction_amplifies`, `herr` identifies the absolute error as eR, and `hcancel` removes V² from the comparison. What remains is 2D² < R(D + R), which `nlinarith` obtains from

R(D + R) − 2D² = (R − D)(R + 2D) > 0
